# A stable trimer of coupled oscillators whose expansion in the coupling diverges for 1/2 < t < 1

Three identical oscillators sit at the corners of an equilateral triangle and move perpendicular to its plane. Their displacements are x0, x1 and x2, scaled by the square root of the mass. Energies and frequencies are measured in units where ħ and the frequency of an isolated oscillator are one. Every pair is coupled with the same dimensionless strength t, so the potential energy is

V = ½ (x0² + x1² + x2²) + t (x0 x1 + x1 x2 + x0 x2).

For point dipoles t = α/R³, where α is the polarisability volume of one oscillator and R is the side of the triangle. It is positive because parallel dipoles side by side repel. In matrix form V = ½ xᵀ(1 + T)x, where T holds the couplings and 1 + T is the stiffness matrix.

The zero-point energy can be found from the mode frequencies, or summed order by order in T. For 1/2 < t < 1 the first route gives a finite energy of a stable system, and the second has no limit.

## Oscillators, coupling and energy in Lean

```lean
import Mathlib

open Filter Topology Finset

namespace TrimerManyBodyExpansion

noncomputable section
```

In what follows, `def` introduces an object. A `theorem` has a name, its assumptions, a colon and the statement; the proof comes after `:= by`.

```lean
/-- Coupling matrix of three identical oscillators on an equilateral triangle, with the same
dimensionless coupling `t` between every pair. -/
def trimer (t : ℝ) : Matrix (Fin 3) (Fin 3) ℝ := !![0, t, t; t, 0, t; t, t, 0]
```

`trimer t` is the matrix T, with zeros on the diagonal and t everywhere else. The type `Matrix (Fin 3) (Fin 3) ℝ` means a real 3×3 matrix whose rows and columns are numbered 0, 1, 2, like the displacements above.

```lean
/-- Zero-point energy of coupled oscillators with positive semidefinite symmetric stiffness
matrix `A`: half the sum of the mode frequencies, in units where `ħ` and the bare frequency
are one. The squared frequencies are the roots of the characteristic polynomial. -/
def zeroPointEnergy (A : Matrix (Fin 3) (Fin 3) ℝ) : ℝ :=
  (A.charpoly.roots.map Real.sqrt).sum / 2
```

The squared mode frequencies are the eigenvalues of the stiffness matrix A. Lean takes them as the roots of the characteristic polynomial, listed with multiplicity, then applies the square root to each, adds and halves:

E = ½ Σ ω.

Lean's real square root returns 0 for a negative number, so this is an energy only when no squared frequency is negative. The energy includes the 3/2 of three uncoupled oscillators.

```lean
/-- The binomial coefficient of `1/2` over `k`. -/
def halfChoose (k : ℕ) : ℝ := ∏ j ∈ range k, ((1 / 2 - (j : ℝ)) / ((j : ℝ) + 1))
```

`halfChoose k`, written b(k) below, is the coefficient of x^k in the Taylor series of √(1 + x):

b(k) = ∏ (1/2 − j)/(j + 1), with j running from 0 to k − 1.

The first values are 1, 1/2, −1/8 and 1/16.

```lean
/-- The many-body expansion of the zero-point energy in powers of the coupling matrix `T`,
cut off after its first `N` terms. -/
def manyBodySum (T : Matrix (Fin 3) (Fin 3) ℝ) (N : ℕ) : ℝ :=
  (∑ k ∈ range N, halfChoose k * (T ^ k).trace) / 2
```

Since E is half the trace of √(1 + T), expanding the root in powers of T suggests the partial sums

S(N) = ½ Σ b(k) tr(T^k), with k running from 0 to N − 1.

The name "many-body expansion" needs care. It often means a sum over monomers, pairs, triples and so on, which for three bodies ends after the triple. Here it means the perturbation series in the coupling, which has infinitely many orders even for a trimer.

## Traces of the coupling matrix

```lean
/-- The `k`-th order trace of the trimer coupling is `(2t)^k + 2(-t)^k`. -/
theorem trace_trimer_pow (t : ℝ) (k : ℕ) :
    (trimer t ^ k).trace = (2 * t) ^ k + 2 * (-t) ^ k := by
  have h2 : trimer t * trimer t = t • trimer t + (2 * t ^ 2) • 1 := by
    ext i j
    fin_cases i <;> fin_cases j <;>
      simp [trimer, Matrix.mul_apply, Fin.sum_univ_three] <;> ring
  induction k using Nat.twoStepInduction with
  | zero => norm_num [Matrix.trace_one]
  | one => simp [trimer, Matrix.trace, Fin.sum_univ_three]
  | more k ih1 ih2 =>
    have h : trimer t ^ (k + 2) = t • trimer t ^ (k + 1) + (2 * t ^ 2) • trimer t ^ k := by
      rw [pow_add, sq (trimer t), h2, mul_add, mul_smul_comm, mul_smul_comm, mul_one,
        ← pow_succ]
    rw [h, Matrix.trace_add, Matrix.trace_smul, Matrix.trace_smul, ih1, ih2, smul_eq_mul,
      smul_eq_mul]
    ring
```

The statement reads tr(T^k) = (2t)^k + 2(−t)^k for every real t and every k = 0, 1, 2, …

By hand, each diagonal entry of T² is 2t² and each off-diagonal entry is t², so

T² = tT + 2t² 1.

Multiplying by T^k and taking the trace gives

tr(T^(k+2)) = t tr(T^(k+1)) + 2t² tr(T^k).

The numbers 2t and −t both solve λ² = tλ + 2t², so the claimed formula obeys the same recurrence. It also has the right starting values: tr(1) = 3 = 1 + 2, and tr(T) = 0 = 2t − 2t.

In the proof, `h2` is the identity for T², checked entry by entry. The induction then has two starting cases, `zero` and `one`, and a step `more` that uses the two preceding orders.

## Stability and the three modes

```lean
/-- The stiffness matrix of the trimer has diagonal `1` and off-diagonal entries `t`. -/
theorem one_add_trimer (t : ℝ) : 1 + trimer t = !![1, t, t; t, 1, t; t, t, 1] := by
  ext i j
  fin_cases i <;> fin_cases j <;> simp [trimer]
```

This writes out the stiffness matrix, with 1 on the diagonal and t elsewhere.

```lean
/-- The trimer is stable, with positive definite stiffness matrix, exactly for
`-1/2 < t < 1`. -/
theorem posDef_iff (t : ℝ) : (1 + trimer t).PosDef ↔ -1 / 2 < t ∧ t < 1 := by
  have q : ∀ x : Fin 3 → ℝ, star x ⬝ᵥ (Matrix.mulVec (1 + trimer t) x) =
      (1 - t) * (x 0 ^ 2 + x 1 ^ 2 + x 2 ^ 2) + t * (x 0 + x 1 + x 2) ^ 2 := by
    intro x
    rw [one_add_trimer]
    simp [Matrix.mulVec, dotProduct, Fin.sum_univ_three]
    ring
  constructor
  · intro h
    -- test the form on an antisymmetric and on the symmetric displacement
    have h1 := h.dotProduct_mulVec_pos (x := ![1, -1, 0])
      (fun e => by simpa using congrFun e 0)
    have h2 := h.dotProduct_mulVec_pos (x := ![1, 1, 1])
      (fun e => by simpa using congrFun e 0)
    rw [q] at h1 h2
    have e1 : 0 < (1 - t) * (1 ^ 2 + (-1) ^ 2 + 0 ^ 2) + t * (1 + -1 + 0) ^ 2 := h1
    have e2 : 0 < (1 - t) * (1 ^ 2 + 1 ^ 2 + 1 ^ 2) + t * (1 + 1 + 1) ^ 2 := h2
    constructor <;> linarith
  · rintro ⟨hl, hu⟩
    refine Matrix.posDef_iff_dotProduct_mulVec.2 ⟨?_, ?_⟩
    · rw [one_add_trimer]
      show Matrix.conjTranspose _ = _
      ext i j
      fin_cases i <;> fin_cases j <;> simp [Matrix.conjTranspose_apply]
    · intro x hx
      rw [q]
      have hpos : 0 < x 0 ^ 2 + x 1 ^ 2 + x 2 ^ 2 := by
        by_contra hn
        have a0 := sq_nonneg (x 0)
        have a1 := sq_nonneg (x 1)
        have a2 := sq_nonneg (x 2)
        have h0 : x 0 = 0 := (pow_eq_zero_iff two_ne_zero).mp (by linarith)
        have h1 : x 1 = 0 := (pow_eq_zero_iff two_ne_zero).mp (by linarith)
        have h2 : x 2 = 0 := (pow_eq_zero_iff two_ne_zero).mp (by linarith)
        apply hx
        funext i
        fin_cases i
        exacts [h0, h1, h2]
      rcases le_total 0 t with ht | ht
      · have := mul_pos (sub_pos.2 hu) hpos
        have := mul_nonneg ht (sq_nonneg (x 0 + x 1 + x 2))
        linarith
      · have h1 := mul_pos (show 0 < 1 + 2 * t by linarith) hpos
        have h2 := mul_nonneg (neg_nonneg.2 ht) (show 0 ≤ (x 0 - x 1) ^ 2 +
          (x 1 - x 2) ^ 2 + (x 0 - x 2) ^ 2 by positivity)
        linarith
```

The symbol `↔` means "if and only if": 1 + T is positive definite exactly when −1/2 < t < 1. `PosDef` requires the matrix to be symmetric and xᵀ(1 + T)x to be positive for every nonzero x, so every displacement costs energy.

The calculation starts from the identity called `q` in the proof:

xᵀ(1 + T)x = (1 − t)(x0² + x1² + x2²) + t(x0 + x1 + x2)².

If the matrix is positive definite, the displacement (1, −1, 0) gives 2(1 − t) > 0, and (1, 1, 1) gives 3 + 6t > 0. These are the two bounds on t.

Conversely, let −1/2 < t < 1 and x ≠ 0. The sum of squares is then positive, which is `hpos`. For t ≥ 0 the first term of `q` is positive and the second is not negative. For t ≤ 0 the same form is rewritten as

(1 + 2t)(x0² + x1² + x2²) − t[(x0 − x1)² + (x1 − x2)² + (x0 − x2)²],

where again the first term is positive and the second is not negative. The command `rcases le_total 0 t` makes this division into two cases.

```lean
/-- The squared mode frequencies of the trimer are `1 + 2t`, once, and `1 - t`, twice. -/
theorem squared_frequencies (t : ℝ) :
    (1 + trimer t).charpoly.roots = {1 + 2 * t, 1 - t, 1 - t} := by
  have h : (1 + trimer t).charpoly = (({1 + 2 * t, 1 - t, 1 - t} : Multiset ℝ).map
      (fun a => Polynomial.X - Polynomial.C a)).prod := by
    rw [one_add_trimer, Matrix.charpoly, Matrix.det_fin_three]
    simp [map_ofNat]
    ring
  rw [h, Polynomial.roots_multiset_prod_X_sub_C]
```

The squared frequencies are 1 + 2t once and 1 − t twice. The braces denote a multiset, a list without order in which repetitions count.

With y = X − 1, where X is the variable of the characteristic polynomial, the determinant is

det(y − T) = y³ − 3t²y − 2t³ = (y − 2t)(y + t)².

Its roots are y = 2t and, twice, y = −t. The first belongs to the mode in which all three oscillators move in phase; the other two form a degenerate pair with x0 + x1 + x2 = 0. Lean proves the factorisation as `h` and reads off the roots.

## A lower bound on the binomial coefficients

```lean
/-- Recurrence of the binomial coefficients of `1/2`. -/
theorem halfChoose_succ (k : ℕ) :
    ((k : ℝ) + 1) * halfChoose (k + 1) = (1 / 2 - k) * halfChoose k := by
  have h : halfChoose (k + 1) = halfChoose k * ((1 / 2 - (k : ℝ)) / ((k : ℝ) + 1)) :=
    prod_range_succ _ _
  have hk : ((k : ℝ) + 1) * ((1 / 2 - (k : ℝ)) / ((k : ℝ) + 1)) = 1 / 2 - k := by
    field_simp
  rw [h]
  linear_combination halfChoose k * hk
```

The product for b(k + 1) has one more factor than that for b(k). Multiplying by k + 1 clears the denominator:

(k + 1) b(k + 1) = (1/2 − k) b(k).

```lean
/-- From first order on, the binomial coefficient of `1/2` over `n` has magnitude at least
`1/(2n²)`; here `n = k + 1`. -/
theorem halfChoose_lower (k : ℕ) :
    1 ≤ 2 * ((k + 1 : ℕ) : ℝ) ^ 2 * |halfChoose (k + 1)| := by
  induction k with
  | zero => norm_num [halfChoose]
  | succ k ih =>
    have h := halfChoose_succ (k + 1)
    push_cast at h ih ⊢
    have e : ((k : ℝ) + 2) * halfChoose (k + 1 + 1) =
        -((k + 1 / 2) * halfChoose (k + 1)) := by
      linear_combination h
    have e' := congrArg abs e
    rw [abs_neg, abs_mul, abs_mul, abs_of_nonneg (show (0 : ℝ) ≤ (k : ℝ) + 2 by positivity),
      abs_of_nonneg (show (0 : ℝ) ≤ (k : ℝ) + 1 / 2 by positivity)] at e'
    have e2 : 2 * ((k : ℝ) + 1 + 1) ^ 2 * |halfChoose (k + 1 + 1)| =
        2 * ((k : ℝ) + 1) ^ 2 * |halfChoose (k + 1)| + k * |halfChoose (k + 1)| := by
      linear_combination 2 * ((k : ℝ) + 2) * e'
    rw [e2]
    have : 0 ≤ (k : ℝ) * |halfChoose (k + 1)| := by positivity
    linarith
```

With n = k + 1, this says |b(n)| ≥ 1/(2n²) for all n ≥ 1. The notation `((k + 1 : ℕ) : ℝ)` is the natural number k + 1 regarded as a real number.

For n = 1 the bound is an equality, since b(1) = 1/2. For the induction step, the recurrence gives

(k + 2)|b(k + 2)| = (k + 1/2)|b(k + 1)|.

Multiplying by 2(k + 2) and using 2(k + 2)(k + 1/2) = 2(k + 1)² + k leads to

2(k + 2)²|b(k + 2)| = 2(k + 1)²|b(k + 1)| + k|b(k + 1)|.

This is `e2` in the code. The first term on the right is at least 1 by the induction hypothesis `ih`, and the second is not negative.

## Finite energy, divergent series

```lean
/-- For `1/2 < t < 1` the trimer is stable and has the zero-point energy
`(√(1+2t) + 2√(1-t))/2`, yet the partial sums of its many-body expansion have no limit. -/
theorem stable_trimer_expansion_diverges {t : ℝ} (hl : 1 / 2 < t) (hu : t < 1) :
    (1 + trimer t).PosDef ∧
    zeroPointEnergy (1 + trimer t) = (√(1 + 2 * t) + 2 * √(1 - t)) / 2 ∧
    ¬ ∃ L, Tendsto (manyBodySum (trimer t)) atTop (𝓝 L) := by
  refine ⟨(posDef_iff t).2 ⟨by linarith, hu⟩, ?_, ?_⟩
  · rw [zeroPointEnergy, squared_frequencies]
    simp only [Multiset.insert_eq_cons, Multiset.map_cons, Multiset.map_singleton,
      Multiset.sum_cons, Multiset.sum_singleton]
    ring
  rintro ⟨L, hL⟩
  -- convergence would force the terms of the expansion to vanish
  have h := ((hL.comp (tendsto_add_atTop_nat 1)).sub hL).const_mul 2
  rw [sub_self, mul_zero] at h
  have hb : Tendsto (fun n => halfChoose n * ((2 * t) ^ n + 2 * (-t) ^ n)) atTop (𝓝 0) := by
    refine h.congr fun n => ?_
    simp only [Function.comp, manyBodySum, sum_range_succ, trace_trimer_pow]
    ring
  -- exponential growth beats the inverse-square lower bound on the coefficients
  have hp := (hb.mul (tendsto_pow_const_div_const_pow_of_one_lt 2
    (show 1 < 2 * t by linarith))).abs
  rw [mul_zero, abs_zero] at hp
  have key : ∀ c A B N : ℝ, 0 < A → 0 ≤ B → 1 ≤ 2 * N ^ 2 * |c| →
      1 / 2 ≤ |c * (A + 2 * B) * (N ^ 2 / A)| := by
    intro c A B N hA hB hc
    have hr : N ^ 2 ≤ |(A + 2 * B) * (N ^ 2 / A)| := by
      refine le_trans ?_ (le_abs_self _)
      rw [mul_div_assoc', le_div_iff₀ hA]
      nlinarith [mul_nonneg hB (sq_nonneg N)]
    rw [mul_assoc, abs_mul]
    have := mul_le_mul_of_nonneg_left hr (abs_nonneg c)
    linarith
  -- in even orders all modes contribute with the same sign
  have heven : Tendsto (fun k : ℕ => 2 * k + 1 + 1) atTop atTop :=
    tendsto_atTop_mono (fun k => (by omega : k ≤ 2 * k + 1 + 1)) tendsto_id
  have hbad : (1 / 2 : ℝ) ≤ 0 := by
    refine ge_of_tendsto' (hp.comp heven) fun k => ?_
    have hA : 0 < (2 * t) ^ (2 * k + 1 + 1) := pow_pos (by linarith) _
    have hB : 0 ≤ (-t) ^ (2 * k + 1 + 1) := Even.pow_nonneg ⟨k + 1, by omega⟩ _
    exact key _ _ _ _ hA hB (halfChoose_lower (2 * k + 1))
  norm_num at hbad

end

end TrimerManyBodyExpansion
```

The assumptions `hl` and `hu` are 1/2 < t and t < 1. The conclusion has three parts joined by `∧`, "and":

- The stiffness matrix is positive definite.
- The zero-point energy is E = (√(1 + 2t) + 2√(1 − t))/2.
- There is no real number L to which S(N) tends as N → ∞.

In the last part, `Tendsto … atTop (𝓝 L)` is Lean's way of writing convergence to L, and `¬ ∃ L` says that no such L exists.

The first part follows from the stability criterion, and the second from inserting the three squared frequencies into the definition of the energy. The third is proved by contradiction.

Suppose S(N) → L. Then S(N + 1) − S(N) → 0, and twice this difference is the term of order N:

b(N)[(2t)^N + 2(−t)^N] → 0.

This is `hb`. Because 2t > 1, exponential growth beats any power, so N²/(2t)^N → 0 as well. The product of the two sequences therefore tends to zero, and so does its absolute value, which is `hp`:

|b(N)[(2t)^N + 2(−t)^N] N²/(2t)^N| → 0.

Now take N even and at least 2. Then (−t)^N is positive, so the square bracket is at least (2t)^N, and the whole expression is at least N²|b(N)| ≥ 1/2. A sequence that stays at or above 1/2 along the even orders can't tend to zero.

In the code, `key` is this inequality with A for (2t)^N and B for (−t)^N. The even orders are written `2 * k + 1 + 1`, and `heven` records that they grow without bound. Passing to the limit gives `hbad`, the false statement 1/2 ≤ 0.

The mode responsible is the in-phase one, which the coupling makes stiffer. Its contribution √(1 + 2t) is perfectly regular, but the Taylor series of √(1 + x) about x = 0 only reaches as far as its branch point at x = −1 allows, and 2t lies further from the origin than that.

The theorem makes no statement about couplings of 1/2 or below, nor about resummed forms of the series. It does not carry over directly to real atoms, which are not harmonic point dipoles and are not restricted to out-of-plane motion. Undamped point dipoles that can also move in the plane have a tangential mode with squared frequency 1 − 5t/2, which is negative throughout 1/2 < t < 1; this last remark comes from the dipole interaction and not from the Lean development.

For many-body dispersion methods, the result shows within this model of three harmonic oscillators with one displacement each that a finite energy from diagonalisation does not guarantee a convergent sum over perturbation orders.

```lean
#print axioms TrimerManyBodyExpansion.stable_trimer_expansion_diverges
```

```
'TrimerManyBodyExpansion.stable_trimer_expansion_diverges' depends on axioms: [propext, Classical.choice, Quot.sound]
```
